# The RFO step of a simple eigenvalue keeps the orthogonal symmetries of gradient and Hessian

Before my optimiser moves the atoms of a symmetric molecule, it diagonalises the augmented Hessian of rational function optimisation (RFO), picks an eigenvector and divides it by its last component. I then rely on the new structure having the same symmetry, because the next gradient is computed for the symmetry-unique atoms only.

The physical claim seems to be this. Let $H$ be the Hessian, $g$ the gradient, and $R$ an orthogonal matrix with $RH=HR$ and $Rg=g$. If $(p,1)$ is an eigenvector of
$$\begin{pmatrix}H&g\\g^T&0\end{pmatrix}$$
for a simple eigenvalue, then $Rp=p$. Can this be made rigorous and machine-checked, and does it carry over to a whole optimisation?

## R turns one step into another of the same level

Yes to both, as long as the eigenvalue is simple at every step. Call the eigenvalue $\mu$ the level of the step. The two block rows of the eigenvalue equation read
$$Hp+g=\mu p,\qquad g\cdot p=\mu .$$

Apply $R$ to the first equation. Since $R$ commutes with $H$ and fixes $g$,
$$H(Rp)+g=R(Hp+g)=\mu\,Rp .$$
For the second, orthogonality gives $R^Tg=R^TRg=g$, hence
$$g\cdot Rp=(R^Tg)\cdot p=g\cdot p=\mu .$$
So $(Rp,1)$ is an eigenvector with the same eigenvalue.

If $\mu$ is simple, its eigenspace is spanned by one vector $v$, with last component $v_0$. Then $(p,1)=a\,v$ and $(Rp,1)=b\,v$ for some numbers $a,b$. The last components give $av_0=1=bv_0$, so $v_0\neq0$, $a=b$ and $Rp=p$.

For an optimisation $x_{k+1}=x_k+t_kp_k$ with step scalings $t_k$, let the gradient and Hessian transform with the structure:
$$g(Ry)=R\,g(y),\qquad R\,H(y)=H(Ry)\,R .$$
If $Rx_k=x_k$, these equations say that $R$ fixes $g(x_k)$ and commutes with $H(x_k)$. Therefore $Rp_k=p_k$, and
$$Rx_{k+1}=Rx_k+t_kRp_k=x_{k+1}.$$
By induction, every structure has the symmetry of the first.

## A degenerate level can break the mirror

Take two coordinates, $g=(1,0)$, $H=\mathrm{diag}(0,b)$ and the mirror $R=\mathrm{diag}(1,-1)$. For $b=2$ the augmented Hessian has eigenvalues $-1,1,2$. The unit eigenvector of $-1$ is $(-1,0,1)/\sqrt2$, which gives the symmetric step $p=(-1,0)$.

For $b=-1$ the eigenvalue $-1$ is doubly degenerate. Its eigenspace contains the unit vector $(-1,1,1)/\sqrt3$, which gives $p=(-1,1)$, and the mirror sends this step to $(-1,-1)$.

A finite symmetry group $G$ offers a repair. Every image $\rho(a)p$ of a step, with $\rho(a)$ the matrix of the operation $a$, satisfies the two equations above, and so does the average
$$\bar p=\frac1{|G|}\sum_{a\in G}\rho(a)p .$$
Multiplying by $\rho(b)$ only permutes the terms, so $\rho(b)\bar p=\bar p$. In the example, the average is $(-1,0)$.

## What the Lean statements say

The finite type `n` labels the nuclear coordinates, and `n ⊕ Unit` adds the extra last one. The matrix `R` acts on all coordinates together, so it can rotate or reflect the molecule and permute equivalent atoms. It acts linearly, which for Cartesian coordinates means that the origin is a fixed point of the symmetry operation.

- `IsRFOStep H g μ p` says that $(p,1)$ satisfies the eigenvalue equation, with the last component fixed at 1.
- `IsSimpleLevel H g μ` says that one nonzero eigenvector spans the eigenspace.
- `rfoStep_symmetric` is the single-step claim. It does not need $H$ to be symmetric.
- `rfo_path_symmetric` is the claim for the optimisation. Its hypotheses `hg` and `hH` express that the energy surface looks the same from symmetry-related structures; they are assumed, not derived from an energy function. Simplicity is assumed at every step.

The result supports symmetry-restricted geometry optimisation in electronic structure codes, for finitely many coordinates, exact arithmetic and simple levels. It says nothing about convergence or about which level to choose.

```lean
import Mathlib

open Matrix

namespace RFOSymmetry

noncomputable section

variable {n : Type*} [Fintype n]

/-- The augmented Hessian `[[H, g], [gᵀ, 0]]` of rational function optimisation. -/
def augmentedHessian (H : Matrix n n ℝ) (g : n → ℝ) : Matrix (n ⊕ Unit) (n ⊕ Unit) ℝ :=
  Matrix.fromBlocks H (Matrix.of fun i _ => g i) (Matrix.of fun _ j => g j) 0

/-- `p` is an RFO step of level `μ`: the vector `(p, 1)` is an eigenvector of the augmented
Hessian with eigenvalue `μ`. -/
def IsRFOStep (H : Matrix n n ℝ) (g : n → ℝ) (μ : ℝ) (p : n → ℝ) : Prop :=
  augmentedHessian H g *ᵥ Sum.elim p (fun _ => 1) = μ • Sum.elim p (fun _ => 1)

/-- `μ` is a simple eigenvalue of the augmented Hessian: its eigenspace is spanned by one
nonzero vector. -/
def IsSimpleLevel (H : Matrix n n ℝ) (g : n → ℝ) (μ : ℝ) : Prop :=
  ∃ v : n ⊕ Unit → ℝ, v ≠ 0 ∧ augmentedHessian H g *ᵥ v = μ • v ∧
    ∀ w : n ⊕ Unit → ℝ, augmentedHessian H g *ᵥ w = μ • w → ∃ c : ℝ, w = c • v

/-- The RFO eigenvalue equation splits into a shifted Newton equation and a condition on the
overlap of gradient and step. -/
theorem isRFOStep_iff (H : Matrix n n ℝ) (g : n → ℝ) (μ : ℝ) (p : n → ℝ) :
    IsRFOStep H g μ p ↔ H *ᵥ p + g = μ • p ∧ g ⬝ᵥ p = μ := by
  unfold IsRFOStep
  constructor
  · intro h
    constructor
    · ext i
      have hi := congrFun h (Sum.inl i)
      simpa [augmentedHessian, Matrix.mulVec, dotProduct, Fintype.sum_sum_type] using hi
    · have hi := congrFun h (Sum.inr ())
      simpa [augmentedHessian, Matrix.mulVec, dotProduct, Fintype.sum_sum_type] using hi
  · rintro ⟨h1, h2⟩
    ext (i | i)
    · have hi := congrFun h1 i
      simpa [augmentedHessian, Matrix.mulVec, dotProduct, Fintype.sum_sum_type] using hi
    · simpa [augmentedHessian, Matrix.mulVec, dotProduct, Fintype.sum_sum_type] using h2

/-- A simple level of the augmented Hessian has at most one RFO step. -/
theorem rfoStep_unique {H : Matrix n n ℝ} {g : n → ℝ} {μ : ℝ} {p q : n → ℝ}
    (hs : IsSimpleLevel H g μ) (hp : IsRFOStep H g μ p) (hq : IsRFOStep H g μ q) :
    p = q := by
  obtain ⟨v, -, -, hv⟩ := hs
  obtain ⟨a, ha⟩ := hv _ hp
  obtain ⟨b, hb⟩ := hv _ hq
  -- the last components, both equal to one, fix the two scale factors
  have ha1 : 1 = a * v (Sum.inr ()) := congrFun ha (Sum.inr ())
  have hb1 : 1 = b * v (Sum.inr ()) := congrFun hb (Sum.inr ())
  have hne : v (Sum.inr ()) ≠ 0 := by
    intro h0
    rw [h0, mul_zero] at ha1
    exact one_ne_zero ha1
  have hab : a = b := mul_right_cancel₀ hne (ha1.symm.trans hb1)
  ext i
  have hai : p i = a * v (Sum.inl i) := congrFun ha (Sum.inl i)
  have hbi : q i = b * v (Sum.inl i) := congrFun hb (Sum.inl i)
  rw [hai, hbi, hab]

variable [DecidableEq n]

/-- An orthogonal symmetry operation of Hessian and gradient maps each RFO step to an RFO step
of the same level. -/
theorem rfoStep_image {H R : Matrix n n ℝ} {g : n → ℝ} {μ : ℝ} {p : n → ℝ}
    (hR : Rᵀ * R = 1) (hH : R * H = H * R) (hg : R *ᵥ g = g)
    (hp : IsRFOStep H g μ p) : IsRFOStep H g μ (R *ᵥ p) := by
  rw [isRFOStep_iff] at hp ⊢
  obtain ⟨h1, h2⟩ := hp
  -- orthogonality turns `R g = g` into `gᵀ R = gᵀ`
  have hT : g ᵥ* R = g := by
    rw [← Matrix.mulVec_transpose]
    calc Rᵀ *ᵥ g = Rᵀ *ᵥ (R *ᵥ g) := by rw [hg]
      _ = g := by rw [Matrix.mulVec_mulVec, hR, Matrix.one_mulVec]
  constructor
  · calc H *ᵥ (R *ᵥ p) + g = R *ᵥ (H *ᵥ p) + R *ᵥ g := by
          rw [Matrix.mulVec_mulVec, Matrix.mulVec_mulVec, hH, hg]
      _ = μ • (R *ᵥ p) := by rw [← Matrix.mulVec_add, h1, Matrix.mulVec_smul]
  · rw [Matrix.dotProduct_mulVec, hT, h2]

/-- The RFO step of a simple level is invariant under every orthogonal operation that commutes
with the Hessian and fixes the gradient. -/
theorem rfoStep_symmetric {H R : Matrix n n ℝ} {g : n → ℝ} {μ : ℝ} {p : n → ℝ}
    (hR : Rᵀ * R = 1) (hH : R * H = H * R) (hg : R *ᵥ g = g)
    (hs : IsSimpleLevel H g μ) (hp : IsRFOStep H g μ p) : R *ᵥ p = p :=
  rfoStep_unique hs (rfoStep_image hR hH hg hp) hp

/-- On a surface whose gradient and Hessian transform covariantly under `R`, an optimisation by
scaled RFO steps of simple levels keeps the `R` symmetry of its starting structure. -/
theorem rfo_path_symmetric {R : Matrix n n ℝ} (hR : Rᵀ * R = 1)
    (g : (n → ℝ) → n → ℝ) (H : (n → ℝ) → Matrix n n ℝ)
    (hg : ∀ y, g (R *ᵥ y) = R *ᵥ g y) (hH : ∀ y, R * H y = H (R *ᵥ y) * R)
    (x p : ℕ → n → ℝ) (μ t : ℕ → ℝ)
    (hs : ∀ k, IsSimpleLevel (H (x k)) (g (x k)) (μ k))
    (hp : ∀ k, IsRFOStep (H (x k)) (g (x k)) (μ k) (p k))
    (hx : ∀ k, x (k + 1) = x k + t k • p k) (h0 : R *ᵥ x 0 = x 0) (k : ℕ) :
    R *ᵥ x k = x k := by
  induction k with
  | zero => exact h0
  | succ k ih =>
    -- at a symmetric structure the gradient is fixed and the Hessian commutes with `R`
    have hgk := hg (x k)
    have hHk := hH (x k)
    rw [ih] at hgk hHk
    have hpk : R *ᵥ p k = p k := rfoStep_symmetric hR hHk hgk.symm (hs k) (hp k)
    rw [hx, Matrix.mulVec_add, Matrix.mulVec_smul, ih, hpk]

/-- For a finite group of orthogonal symmetry operations, the group average of any RFO step is
an RFO step of the same level and is invariant under the whole group. -/
theorem rfoStep_average {G : Type*} [Group G] [Fintype G] (ρ : G →* Matrix n n ℝ)
    {H : Matrix n n ℝ} {g : n → ℝ} {μ : ℝ} {p : n → ℝ}
    (hR : ∀ a, (ρ a)ᵀ * ρ a = 1) (hH : ∀ a, ρ a * H = H * ρ a) (hg : ∀ a, ρ a *ᵥ g = g)
    (hp : IsRFOStep H g μ p) :
    IsRFOStep H g μ ((Fintype.card G : ℝ)⁻¹ • ∑ a, ρ a *ᵥ p) ∧
      ∀ b, ρ b *ᵥ ((Fintype.card G : ℝ)⁻¹ • ∑ a, ρ a *ᵥ p) =
        (Fintype.card G : ℝ)⁻¹ • ∑ a, ρ a *ᵥ p := by
  have hN : (Fintype.card G : ℝ)⁻¹ * (Fintype.card G : ℝ) = 1 :=
    inv_mul_cancel₀ (Nat.cast_ne_zero.mpr Fintype.card_ne_zero)
  have hsum : ∀ M : Matrix n n ℝ, M *ᵥ (∑ a, ρ a *ᵥ p) = ∑ a, M *ᵥ (ρ a *ᵥ p) := by
    intro M
    simpa only [Matrix.mulVecLin_apply] using
      map_sum (Matrix.mulVecLin M) (fun a => ρ a *ᵥ p) Finset.univ
  have him := fun a => (isRFOStep_iff H g μ _).mp (rfoStep_image (hR a) (hH a) (hg a) hp)
  constructor
  · rw [isRFOStep_iff]
    constructor
    · -- add up the shifted Newton equations of all images of the step
      have h1 : ∀ a, H *ᵥ (ρ a *ᵥ p) = μ • (ρ a *ᵥ p) - g :=
        fun a => eq_sub_of_add_eq (him a).1
      rw [Matrix.mulVec_smul, hsum, Finset.sum_congr rfl (fun a _ => h1 a),
        Finset.sum_sub_distrib, ← Finset.smul_sum, Finset.sum_const, Finset.card_univ,
        ← Nat.cast_smul_eq_nsmul ℝ]
      ext i
      simp only [Pi.add_apply, Pi.smul_apply, Pi.sub_apply, smul_eq_mul]
      linear_combination (-(g i)) * hN
    · rw [dotProduct_smul, dotProduct_sum, Finset.sum_congr rfl (fun a _ => (him a).2),
        Finset.sum_const, Finset.card_univ, nsmul_eq_mul, smul_eq_mul]
      linear_combination μ * hN
  · intro b
    rw [Matrix.mulVec_smul, hsum]
    congr 1
    -- left multiplication by `b` only permutes the group elements
    exact Fintype.sum_equiv (Equiv.mulLeft b) _ _
      (fun a => by simp [Matrix.mulVec_mulVec, map_mul])

/-- The mirror operation that reverses the second of two coordinates. -/
def mirror : Matrix (Fin 2) (Fin 2) ℝ := !![1, 0; 0, -1]

/-- A model Hessian with curvature `b` along the second coordinate and none along the first. -/
def modelHessian (b : ℝ) : Matrix (Fin 2) (Fin 2) ℝ := !![0, 0; 0, b]

/-- The mirror is orthogonal, commutes with the model Hessian and fixes the gradient `(1, 0)`. -/
theorem mirror_symmetry (b : ℝ) :
    mirrorᵀ * mirror = 1 ∧ mirror * modelHessian b = modelHessian b * mirror ∧
      mirror *ᵥ ![1, 0] = ![1, 0] := by
  refine ⟨?_, ?_, ?_⟩
  · ext i j
    fin_cases i <;> fin_cases j <;> simp [mirror, Matrix.mul_apply, Fin.sum_univ_two]
  · ext i j
    fin_cases i <;> fin_cases j <;>
      simp [mirror, modelHessian, Matrix.mul_apply, Fin.sum_univ_two]
  · ext i
    fin_cases i <;> simp [mirror, Matrix.mulVec, dotProduct, Fin.sum_univ_two]

/-- With curvature `2` the model has the simple level `-1` with RFO step `(-1, 0)`, and the
mirror is a symmetry of its Hessian and gradient. -/
theorem rfoStep_symmetric_witness :
    (mirrorᵀ * mirror = 1 ∧ mirror * modelHessian 2 = modelHessian 2 * mirror ∧
      mirror *ᵥ ![1, 0] = ![1, 0]) ∧
    IsSimpleLevel (modelHessian 2) ![1, 0] (-1) ∧
    IsRFOStep (modelHessian 2) ![1, 0] (-1) ![-1, 0] := by
  have hstep : IsRFOStep (modelHessian 2) ![1, 0] (-1) ![-1, 0] := by
    rw [isRFOStep_iff]
    constructor
    · ext i
      fin_cases i <;> simp [modelHessian]
    · simp [dotProduct, Fin.sum_univ_two]
  refine ⟨mirror_symmetry 2, ⟨Sum.elim ![-1, 0] (fun _ => 1), ?_, hstep, ?_⟩, hstep⟩
  · intro h
    have h1 : (1 : ℝ) = 0 := congrFun h (Sum.inr ())
    exact one_ne_zero h1
  · intro w hw
    have h0 := congrFun hw (Sum.inl 0)
    have h1 := congrFun hw (Sum.inl 1)
    simp [augmentedHessian, modelHessian, Matrix.mulVec, dotProduct,
      Fintype.sum_sum_type, Fin.sum_univ_two] at h0 h1
    refine ⟨w (Sum.inr ()), ?_⟩
    ext (i | i)
    · fin_cases i
      · simp
        linarith
      · simp
        linarith
    · simp

/-- With curvature `-1` the model has the RFO step `(-1, 1)` of level `-1`, which is not
invariant under the mirror although Hessian and gradient are symmetric. -/
theorem degenerate_step_breaks_symmetry :
    (mirrorᵀ * mirror = 1 ∧ mirror * modelHessian (-1) = modelHessian (-1) * mirror ∧
      mirror *ᵥ ![1, 0] = ![1, 0]) ∧
    IsRFOStep (modelHessian (-1)) ![1, 0] (-1) ![-1, 1] ∧
    mirror *ᵥ ![-1, 1] ≠ ![-1, 1] := by
  refine ⟨mirror_symmetry (-1), ?_, ?_⟩
  · rw [isRFOStep_iff]
    constructor
    · ext i
      fin_cases i <;> simp [modelHessian]
    · simp [dotProduct, Fin.sum_univ_two]
  · intro h
    have h1 := congrFun h 1
    norm_num [mirror, Matrix.mulVec, dotProduct, Fin.sum_univ_two] at h1

end

end RFOSymmetry
```

```lean
#print axioms RFOSymmetry.rfoStep_symmetric
-- 'RFOSymmetry.rfoStep_symmetric' depends on axioms: [propext, Classical.choice, Quot.sound]
#print axioms RFOSymmetry.rfo_path_symmetric
-- 'RFOSymmetry.rfo_path_symmetric' depends on axioms: [propext, Classical.choice, Quot.sound]
#print axioms RFOSymmetry.rfoStep_average
-- 'RFOSymmetry.rfoStep_average' depends on axioms: [propext, Classical.choice, Quot.sound]
#print axioms RFOSymmetry.degenerate_step_breaks_symmetry
-- 'RFOSymmetry.degenerate_step_breaks_symmetry' depends on axioms: [propext, Classical.choice, Quot.sound]
```

## How the proofs follow the algebra

`isRFOStep_iff` splits the eigenvalue equation into its two block rows by reading off components. `rfoStep_image` is the calculation with $R$: `hT` records $g^TR=g^T$, and the `calc` block after it moves $R$ through $H$. `rfoStep_unique` compares the last components to get $a=b$. `rfoStep_symmetric` then applies uniqueness to $Rp$ and $p$.

In `rfo_path_symmetric`, the induction hypothesis `ih` is rewritten into the two transformation laws, which turns them into the hypotheses of the single-step theorem. `rfoStep_average` sums the equations of all images; `hN` cancels the group order, and `Equiv.mulLeft b` is the permutation of the group elements.

`rfoStep_symmetric_witness` checks all hypotheses for $b=2$, including simplicity, by solving the component equations. `degenerate_step_breaks_symmetry` checks the broken mirror for $b=-1$.

## The step in a program

A diagonaliser returns unit eigenvectors, and the code divides the chosen one by its last component. If that component is zero, the vector gives no RFO step. This happens for a mode that $R$ reverses, such as $(0,1,0)$ in the model with $b=2$.

In floating-point arithmetic, small asymmetries in $g$ and $H$ enter the step, and they can be strongly amplified when the chosen level is nearly degenerate. Averaging the step over the group removes the asymmetric part, and the largest Euclidean norm of $Rp-p$ over all operations $R$ of the group, taken beforehand, is between $\sqrt2$ and $2$ times the norm of that part. An approximate Hessian serves equally well in the single-step theorem if it commutes with $R$. One that does not commute with $R$ can give an asymmetric step even from a symmetric structure. The theorem for the optimisation takes the Hessian as a function of the structure; for a Hessian updated from earlier steps, apply the single-step theorem at each step instead.
